# Two-fermion states with the same one-particle density matrix and different pair densities

Suppose that an interaction $U n_0 n_1$ between two fermionic modes is evaluated by a formula that sees only the one-particle density matrix. The two states

$$w_1=\tfrac{1}{\sqrt2}(c_0c_1+c_2c_3)v,\qquad w_2=\tfrac{1}{\sqrt2}(c_0c_2+c_1c_3)v$$

then receive the same energy, because both have density matrix $\tfrac12\mathbb 1$. The true expectation values $U\langle n_0n_1\rangle$ of the interaction are $U/2$ and $0$, so for one of them the formula is wrong by at least $|U|/4$. Here $c_p$ creates a fermion in mode $p=0,\dots,3$, $a_p$ removes one, $n_p=c_pa_p$, and $v$ is the vacuum.

The states live in a complex inner product space $H$, which may be infinite-dimensional. The inner product is conjugate-linear in its left slot.

In Lean 4 with Mathlib:

```lean
import Mathlib

open scoped InnerProductSpace ComplexConjugate

namespace PairDensityCounterexample

noncomputable section

variable {H : Type*} [NormedAddCommGroup H] [InnerProductSpace ℂ H]
```

## Four modes and their densities

The operators are linear maps defined on all of $H$. They satisfy

$$\langle c_px,y\rangle=\langle x,a_py\rangle,\quad a_pa_q+a_qa_p=0,\quad a_pc_q+c_qa_p=\delta_{pq},$$

together with $a_pv=0$ and $\|v\|=1$. These conditions are the fields of `IsFermionic`, which every theorem about the states takes as its hypothesis `h`. They express the Pauli principle and the existence of a normalised state in which all four modes are empty. No Hamiltonian enters.

```lean
/-- Four fermionic modes: `c p` is adjoint to `a p`, the canonical anticommutation relations
hold, and `v` is a unit vector annihilated by every `a p`. -/
structure IsFermionic (a c : Fin 4 → H →ₗ[ℂ] H) (v : H) : Prop where
  adj : ∀ p x y, ⟪c p x, y⟫_ℂ = ⟪x, a p y⟫_ℂ
  anti : ∀ p q x, a p (a q x) + a q (a p x) = 0
  mixed : ∀ p q x, a p (c q x) + c q (a p x) = if p = q then x else 0
  vac : ∀ p, a p v = 0
  unit : ‖v‖ = 1
```

The density matrix is $\gamma_{pq}=\langle w,c_pa_qw\rangle$, with the creator's index first.

```lean
/-- The one-particle density matrix `⟨w, c_p a_q w⟩`. -/
def oneRDM (a c : Fin 4 → H →ₗ[ℂ] H) (w : H) : Matrix (Fin 4) (Fin 4) ℂ :=
  fun p q => ⟪w, c p (a q w)⟫_ℂ
```

For $p\neq q$, the pair density $\langle w,n_pn_qw\rangle$ is the joint occupation of modes $p$ and $q$. For $p=q$ the same expression is only the occupation $\langle w,n_pw\rangle$, because $n_p^2=n_p$.

```lean
/-- The pair density `⟨w, n_p n_q w⟩` with `n_p = c_p a_p`. -/
def pairDensity (a c : Fin 4 → H →ₗ[ℂ] H) (p q : Fin 4) (w : H) : ℂ :=
  ⟪w, c p (a p (c q (a q w)))⟫_ℂ
```

Both states belong to a family with complex amplitudes $\alpha,\beta$:

$$w_{\alpha\beta}=\tfrac{1}{\sqrt2}\big[\alpha(c_0c_1+c_2c_3)+\beta(c_0c_2+c_1c_3)\big]v .$$

```lean
/-- The two-fermion state `(α (c₀c₁ + c₂c₃) + β (c₀c₂ + c₁c₃)) v / √2`. -/
def pairState (c : Fin 4 → H →ₗ[ℂ] H) (v : H) (α β : ℂ) : H :=
  (((Real.sqrt 2)⁻¹ : ℝ) : ℂ) •
    (α • (c 0 (c 1 v) + c 2 (c 3 v)) + β • (c 0 (c 2 v) + c 1 (c 3 v)))
```

## Densities as overlaps

Conjugating the adjoint relation moves a creator from the right slot to the left:
$\langle x,c_py\rangle=\overline{\langle c_py,x\rangle}=\overline{\langle y,a_px\rangle}=\langle a_px,y\rangle$. In particular $\gamma_{pq}=\langle a_pw,a_qw\rangle$.

```lean
variable {a c : Fin 4 → H →ₗ[ℂ] H} {v : H}

/-- A creator in the right slot of an inner product acts as an annihilator in the left slot. -/
theorem inner_create (h : IsFermionic a c v) (p : Fin 4) (x y : H) :
    ⟪x, c p y⟫_ℂ = ⟪a p x, y⟫_ℂ := by
  rw [← inner_conj_symm, h.adj, inner_conj_symm]
```

For $p\neq q$, two anticommutations give $a_pc_qa_qw=-c_qa_pa_qw=c_qa_qa_pw$. Moving both creators to the left then yields

$$\langle w,n_pn_qw\rangle=\langle w,c_pc_qa_qa_pw\rangle=\|a_qa_pw\|^2 .$$

In the proof, `k` is the reordering, and two uses of `inner_create` finish.

```lean
/-- For distinct modes the pair density is the squared norm of `a_q a_p w`. -/
theorem pairDensity_eq (h : IsFermionic a c v) {p q : Fin 4} (hpq : p ≠ q) (w : H) :
    pairDensity a c p q w = ⟪a q (a p w), a q (a p w)⟫_ℂ := by
  have k1 := h.mixed p q (a q w)
  rw [if_neg hpq] at k1
  -- normal ordering costs two signs, which cancel
  have k : a p (c q (a q w)) = c q (a q (a p w)) := by
    rw [eq_neg_of_add_eq_zero_left k1, eq_neg_of_add_eq_zero_left (h.anti p q w),
      map_neg, neg_neg]
  rw [pairDensity, k, inner_create h, inner_create h]
```

Since $a_pc_qv=\delta_{pq}v-c_qa_pv=\delta_{pq}v$, the one-particle states are orthonormal: $\langle c_pv,c_qv\rangle=\langle v,a_pc_qv\rangle=\delta_{pq}$.

```lean
/-- The one-particle states `c_p v` are orthonormal. -/
theorem inner_one (h : IsFermionic a c v) (p q : Fin 4) :
    ⟪c p v, c q v⟫_ℂ = if p = q then 1 else 0 := by
  have k : a p (c q v) = if p = q then v else 0 := by
    simpa [h.vac] using h.mixed p q v
  rw [h.adj, k]
  split_ifs
  · rw [inner_self_eq_norm_sq_to_K, h.unit]; simp
  · simp
```

## Removing one fermion

Passing an annihilator through two creators gives $a_pc_ic_jv=\delta_{pi}c_jv-\delta_{pj}c_iv$, which is `k` below. Applied to each term of $w=w_{\alpha\beta}$, it gives

$$\begin{aligned}
a_0w&=\tfrac{1}{\sqrt2}(\alpha c_1+\beta c_2)v, & a_1w&=\tfrac{1}{\sqrt2}(-\alpha c_0+\beta c_3)v,\\
a_2w&=\tfrac{1}{\sqrt2}(\alpha c_3-\beta c_0)v, & a_3w&=\tfrac{1}{\sqrt2}(-\alpha c_2-\beta c_1)v .
\end{aligned}$$

```lean
/-- Removing one fermion from the pair state leaves these four one-particle states. -/
theorem annihilate_pairState (h : IsFermionic a c v) (α β : ℂ) :
    a 0 (pairState c v α β) = (((Real.sqrt 2)⁻¹ : ℝ) : ℂ) • (α • c 1 v + β • c 2 v) ∧
    a 1 (pairState c v α β) = (((Real.sqrt 2)⁻¹ : ℝ) : ℂ) • ((-α) • c 0 v + β • c 3 v) ∧
    a 2 (pairState c v α β) = (((Real.sqrt 2)⁻¹ : ℝ) : ℂ) • (α • c 3 v + (-β) • c 0 v) ∧
    a 3 (pairState c v α β) =
      (((Real.sqrt 2)⁻¹ : ℝ) : ℂ) • ((-α) • c 2 v + (-β) • c 1 v) := by
  have k : ∀ p i j, a p (c i (c j v)) =
      (if p = i then c j v else 0) - (if p = j then c i v else 0) := by
    intro p i j
    rw [eq_sub_of_add_eq (h.mixed p i (c j v)), eq_sub_of_add_eq (h.mixed p j v),
      h.vac, map_zero, sub_zero]
    split_ifs <;> simp
  refine ⟨?_, ?_, ?_, ?_⟩ <;>
    (simp only [pairState, map_smul, map_add, k, Fin.reduceEq, reduceIte]; module)
```

For the overlap with $w'=w_{\alpha'\beta'}$, take the first creator of each term in the left state across:

$$\langle w,w'\rangle=\tfrac{1}{\sqrt2}\big[\bar\alpha(\langle c_1v,a_0w'\rangle+\langle c_3v,a_2w'\rangle)+\bar\beta(\langle c_2v,a_0w'\rangle+\langle c_3v,a_1w'\rangle)\big].$$

The four overlaps are $\alpha',\alpha',\beta',\beta'$, each divided by $\sqrt2$, so $\langle w,w'\rangle=\bar\alpha\alpha'+\bar\beta\beta'$.

```lean
/-- The overlap of two pair states is the overlap of their amplitude vectors. -/
theorem pairState_inner (h : IsFermionic a c v) (α β α' β' : ℂ) :
    ⟪pairState c v α β, pairState c v α' β'⟫_ℂ = conj α * α' + conj β * β' := by
  have hs : (((Real.sqrt 2)⁻¹ : ℝ) : ℂ) * (((Real.sqrt 2)⁻¹ : ℝ) : ℂ) = 1 / 2 := by
    rw [← Complex.ofReal_mul, ← mul_inv, Real.mul_self_sqrt (by norm_num)]; norm_num
  have k : ∀ w, ⟪pairState c v α β, w⟫_ℂ = (((Real.sqrt 2)⁻¹ : ℝ) : ℂ) *
      (conj α * (⟪c 1 v, a 0 w⟫_ℂ + ⟪c 3 v, a 2 w⟫_ℂ) +
        conj β * (⟪c 2 v, a 0 w⟫_ℂ + ⟪c 3 v, a 1 w⟫_ℂ)) := by
    intro w
    simp only [pairState, inner_smul_left, inner_add_left, h.adj, Complex.conj_ofReal]
  obtain ⟨e0, e1, e2, -⟩ := annihilate_pairState h α' β'
  rw [k, e0, e1, e2]
  simp only [inner_add_right, inner_smul_right, inner_one h, Fin.reduceEq, reduceIte]
  linear_combination (2 * (conj α * α' + conj β * β')) * hs
```

Now let $|\alpha|^2+|\beta|^2=1$ and $\bar\alpha\beta+\bar\beta\alpha=0$; these are `hn` and `ho`. The state has norm one. Each diagonal entry of $\gamma$ is $(|\alpha|^2+|\beta|^2)/2=\tfrac12$. The only off-diagonal entries that do not vanish term by term are

$$\gamma_{12}=\gamma_{21}=\tfrac12(\bar\alpha\beta+\bar\beta\alpha),\qquad \gamma_{03}=\gamma_{30}=-\tfrac12(\bar\alpha\beta+\bar\beta\alpha),$$

and `ho` removes them. Finally $a_1a_0w=\alpha v/\sqrt2$, so $\langle n_0n_1\rangle=|\alpha|^2/2$. The proof runs through all sixteen entries with `rcases`, expands the overlaps, and closes each entry with `ring1` or `linear_combination`.

```lean
/-- If the amplitudes are normalised and `conj α * β` is purely imaginary, the pair state is a
unit vector with density matrix `1/2` times the identity and `⟨n₀ n₁⟩ = |α|²/2`. -/
theorem pairState_densities (h : IsFermionic a c v) {α β : ℂ}
    (hn : conj α * α + conj β * β = 1) (ho : conj α * β + conj β * α = 0) :
    ‖pairState c v α β‖ = 1 ∧ oneRDM a c (pairState c v α β) = (1 / 2 : ℂ) • 1 ∧
      pairDensity a c 0 1 (pairState c v α β) = conj α * α / 2 := by
  have hs : (((Real.sqrt 2)⁻¹ : ℝ) : ℂ) * (((Real.sqrt 2)⁻¹ : ℝ) : ℂ) = 1 / 2 := by
    rw [← Complex.ofReal_mul, ← mul_inv, Real.mul_self_sqrt (by norm_num)]; norm_num
  obtain ⟨e0, e1, e2, e3⟩ := annihilate_pairState h α β
  refine ⟨?_, ?_, ?_⟩
  · rw [norm_eq_sqrt_re_inner (𝕜 := ℂ), pairState_inner h, hn]; simp
  · -- the density matrix is the Gram matrix of the states `a_p w`
    have cases4 : ∀ p : Fin 4, p = 0 ∨ p = 1 ∨ p = 2 ∨ p = 3 := by decide
    ext p q
    rw [oneRDM, inner_create h]
    rcases cases4 p with rfl | rfl | rfl | rfl <;>
    rcases cases4 q with rfl | rfl | rfl | rfl <;>
    simp only [e0, e1, e2, e3, inner_smul_left, inner_smul_right, inner_add_left,
      inner_add_right, inner_one h, Fin.reduceEq, reduceIte, Complex.conj_ofReal, map_neg,
      Matrix.smul_apply, Matrix.one_apply, smul_eq_mul] <;>
    first
      | ring1
      | linear_combination (conj α * α + conj β * β) * hs + (1 / 2) * hn
      | linear_combination (((Real.sqrt 2)⁻¹ : ℝ) : ℂ) * (((Real.sqrt 2)⁻¹ : ℝ) : ℂ) * ho
      | linear_combination -(((Real.sqrt 2)⁻¹ : ℝ) : ℂ) * (((Real.sqrt 2)⁻¹ : ℝ) : ℂ) * ho
  · have k : ∀ q, a 1 (c q v) = if 1 = q then v else 0 := fun q => by
      simpa [h.vac] using h.mixed 1 q v
    have e : a 1 (a 0 (pairState c v α β)) = ((((Real.sqrt 2)⁻¹ : ℝ) : ℂ) * α) • v := by
      rw [e0]
      simp only [map_smul, map_add, k, Fin.reduceEq, reduceIte]
      module
    have vv : ⟪v, v⟫_ℂ = 1 := by rw [inner_self_eq_norm_sq_to_K, h.unit]; simp
    rw [pairDensity_eq h (by decide), e, inner_smul_left, inner_smul_right, vv, map_mul,
      Complex.conj_ofReal]
    linear_combination (conj α * α) * hs
```

## Equal density matrices, unequal pair densities

The amplitudes $(1,0)$ and $(0,1)$ give $w_1$ and $w_2$. They are orthonormal, share $\gamma=\tfrac12\mathbb 1$, and have $\langle n_0n_1\rangle=\tfrac12$ and $0$.

```lean
/-- The states `(c₀c₁ + c₂c₃)v/√2` and `(c₀c₂ + c₁c₃)v/√2` are orthonormal and both have density
matrix `1/2` times the identity, yet `⟨n₀ n₁⟩` is `1/2` in the first and `0` in the second. -/
theorem same_oneRDM_different_pairDensity (h : IsFermionic a c v) {w₁ w₂ : H}
    (h₁ : w₁ = (((Real.sqrt 2)⁻¹ : ℝ) : ℂ) • (c 0 (c 1 v) + c 2 (c 3 v)))
    (h₂ : w₂ = (((Real.sqrt 2)⁻¹ : ℝ) : ℂ) • (c 0 (c 2 v) + c 1 (c 3 v))) :
    (‖w₁‖ = 1 ∧ ‖w₂‖ = 1 ∧ ⟪w₁, w₂⟫_ℂ = 0) ∧
    (oneRDM a c w₁ = (1 / 2 : ℂ) • 1 ∧ oneRDM a c w₂ = (1 / 2 : ℂ) • 1) ∧
    pairDensity a c 0 1 w₁ = 1 / 2 ∧ pairDensity a c 0 1 w₂ = 0 := by
  have e₁ : w₁ = pairState c v 1 0 := by rw [h₁]; simp [pairState]
  have e₂ : w₂ = pairState c v 0 1 := by rw [h₂]; simp [pairState]
  obtain ⟨n₁, r₁, d₁⟩ := pairState_densities h (α := 1) (β := 0) (by simp) (by simp)
  obtain ⟨n₂, r₂, d₂⟩ := pairState_densities h (α := 0) (β := 1) (by simp) (by simp)
  rw [e₁, e₂]
  exact ⟨⟨n₁, n₂, by rw [pairState_inner h]; simp⟩, ⟨r₁, r₂⟩,
    by rw [d₁]; simp, by rw [d₂]; simp⟩
```

For $0\le t\le\tfrac12$, choose $\alpha=\sqrt{2t}$ and $\beta=i\sqrt{1-2t}$. The phase $i$ makes $\bar\alpha\beta$ imaginary, and the pair density is $|\alpha|^2/2=t$. At the limit $t=\tfrac12$ the state is $w_1$; at $t=0$ it is $w_2$ up to the phase $i$.

```lean
/-- Every value `t` between `0` and `1/2` is the pair density `⟨n₀ n₁⟩` of some unit state with
density matrix `1/2` times the identity. -/
theorem pairDensity_range (h : IsFermionic a c v) {t : ℝ} (h0 : 0 ≤ t) (h1 : t ≤ 1 / 2) :
    ∃ w : H, ‖w‖ = 1 ∧ oneRDM a c w = (1 / 2 : ℂ) • 1 ∧ pairDensity a c 0 1 w = (t : ℂ) := by
  have k1 : (Real.sqrt (2 * t) : ℂ) * (Real.sqrt (2 * t) : ℂ) = 2 * t := by
    rw [← Complex.ofReal_mul, Real.mul_self_sqrt (by linarith)]; push_cast; rfl
  have k2 : (Real.sqrt (1 - 2 * t) : ℂ) * (Real.sqrt (1 - 2 * t) : ℂ) = 1 - 2 * t := by
    rw [← Complex.ofReal_mul, Real.mul_self_sqrt (by linarith)]; push_cast; rfl
  -- a relative phase `i` removes the interference terms from the density matrix
  obtain ⟨n, r, d⟩ := pairState_densities h (α := (Real.sqrt (2 * t) : ℂ))
    (β := (Real.sqrt (1 - 2 * t) : ℂ) * Complex.I)
    (by
      simp only [map_mul, Complex.conj_ofReal, Complex.conj_I]
      linear_combination k1 + k2 -
        (Real.sqrt (1 - 2 * t) : ℂ) * (Real.sqrt (1 - 2 * t) : ℂ) * Complex.I_sq)
    (by simp only [map_mul, Complex.conj_ofReal, Complex.conj_I]; ring)
  refine ⟨_, n, r, ?_⟩
  rw [d, Complex.conj_ofReal]
  linear_combination k1 / 2
```

A functional $F$ with $\langle n_0n_1\rangle=F(\gamma)$ on all unit states would have to satisfy $F(\tfrac12\mathbb 1)=0$ and $F(\tfrac12\mathbb 1)=\tfrac12$. For density-matrix methods in electronic structure, this four-mode example excludes a formula that gives the pair density exactly from $\gamma$ for every state. It does not exclude functionals defined by minimising an energy over the states with a given $\gamma$.

```lean
/-- No functional of the one-particle density matrix gives `⟨n₀ n₁⟩` for all unit states. -/
theorem no_pairDensity_functional (h : IsFermionic a c v) :
    ¬ ∃ F : Matrix (Fin 4) (Fin 4) ℂ → ℂ,
      ∀ w : H, ‖w‖ = 1 → pairDensity a c 0 1 w = F (oneRDM a c w) := by
  rintro ⟨F, hF⟩
  obtain ⟨w, n, r, d⟩ := pairDensity_range h (t := 0) le_rfl (by norm_num)
  obtain ⟨w', n', r', d'⟩ := pairDensity_range h (t := 1 / 2) (by norm_num) le_rfl
  have k := hF w n
  have k' := hF w' n'
  rw [r, d] at k
  rw [r', d'] at k'
  exact absurd (Complex.ofReal_injective (k.trans k'.symm)) (by norm_num)
```

## A Fock space that satisfies the hypotheses

The operators could have been defined from the start on the 16-dimensional Fock space. That would remove the hypothesis `h`, but it would tie the theorems to one representation. As stated, they also apply to four modes within a larger system, where `oneRDM` is the corresponding $4\times4$ block. The concrete space serves here to show that `IsFermionic` can be satisfied.

A wave function $x$ assigns an amplitude to each set $S$ of occupied modes. Write $S\triangle p$ for $S$ with the occupation of $p$ changed.

```lean
/-- Change the occupation of mode `p` in the set `S` of occupied modes. -/
def toggle (p : Fin 4) (S : Finset (Fin 4)) : Finset (Fin 4) := symmDiff S {p}
```

The Jordan–Wigner sign $s_p(S)$ is $-1$ to the number of occupied modes below $p$.

```lean
/-- The Jordan–Wigner sign: the parity of the number of occupied modes below `p`. -/
def jwSign (p : Fin 4) (S : Finset (Fin 4)) : ℤ := (-1) ^ (S.filter (· < p)).card
```

The annihilator is $(a_px)(S)=s_p(S)\,x(S\triangle p)$ if $p\notin S$, and $0$ otherwise.

```lean
/-- The annihilator of mode `p` on wave functions of the occupied set. -/
def fockA (p : Fin 4) :
    EuclideanSpace ℂ (Finset (Fin 4)) →ₗ[ℂ] EuclideanSpace ℂ (Finset (Fin 4)) where
  toFun x := WithLp.toLp 2 fun S => if p ∈ S then 0 else (jwSign p S : ℂ) * x (toggle p S)
  map_add' x y := by ext S; by_cases hp : p ∈ S <;> simp [hp, mul_add]
  map_smul' r x := by ext S; by_cases hp : p ∈ S <;> simp [hp, mul_left_comm]
```

The creator has the same expression for $p\in S$, and is $0$ otherwise.

```lean
/-- The creator of mode `p` on wave functions of the occupied set. -/
def fockC (p : Fin 4) :
    EuclideanSpace ℂ (Finset (Fin 4)) →ₗ[ℂ] EuclideanSpace ℂ (Finset (Fin 4)) where
  toFun x := WithLp.toLp 2 fun S => if p ∈ S then (jwSign p S : ℂ) * x (toggle p S) else 0
  map_add' x y := by ext S; by_cases hp : p ∈ S <;> simp [hp, mul_add]
  map_smul' r x := by ext S; by_cases hp : p ∈ S <;> simp [hp, mul_left_comm]
```

Substituting $S\to S\triangle p$ in the sum for $\langle c_px,y\rangle$ gives $\langle x,a_py\rangle$, because $s_p(S\triangle p)=s_p(S)$. For $p\ne q$ the anticommutators vanish by

$$s_p(S)s_q(S\triangle p)+s_q(S)s_p(S\triangle q)=0:$$

changing the lower mode flips the sign of the higher one, but not conversely. For $p=q$, exactly one of $a_pc_p$ and $c_pa_p$ acts on a given $S$, with factor $s_p(S)^2=1$, while $a_pa_p=0$. The vacuum is concentrated on the empty set, and $a_p$ reads it only at nonempty sets. The identities for sets and signs are checked over all cases by `decide +kernel`.

```lean
/-- The Jordan–Wigner operators on the 16-dimensional Fock space, with the empty configuration
as vacuum, are four fermionic modes. -/
theorem isFermionic_witness :
    IsFermionic fockA fockC (EuclideanSpace.single (∅ : Finset (Fin 4)) (1 : ℂ)) := by
  have hA : ∀ p x S, fockA p x S =
      if p ∈ S then 0 else (jwSign p S : ℂ) * x (toggle p S) := fun _ _ _ => rfl
  have hC : ∀ p x S, fockC p x S =
      if p ∈ S then (jwSign p S : ℂ) * x (toggle p S) else 0 := fun _ _ _ => rfl
  -- finite combinatorics of occupations and signs
  have t1 : ∀ p S, toggle p (toggle p S) = S := by decide +kernel
  have t2 : ∀ p S, p ∈ toggle p S ↔ ¬ p ∈ S := by decide +kernel
  have t3 : ∀ p q S, p ≠ q → (p ∈ toggle q S ↔ p ∈ S) := by decide +kernel
  have t4 : ∀ p q S, toggle p (toggle q S) = toggle q (toggle p S) := by decide +kernel
  have s1 : ∀ p S, jwSign p (toggle p S) = jwSign p S := by decide +kernel
  have s2 : ∀ p S, jwSign p S * jwSign p S = 1 := by decide +kernel
  have s3 : ∀ p q S, p ≠ q → jwSign p S * jwSign q (toggle p S) +
      jwSign q S * jwSign p (toggle q S) = 0 := by decide +kernel
  have t5 : ∀ p S, ¬ p ∈ S → toggle p S ≠ ∅ := by decide +kernel
  refine ⟨fun p x y => ?_, fun p q x => ?_, fun p q x => ?_, fun p => ?_, by simp⟩
  · rw [PiLp.inner_apply, PiLp.inner_apply]
    refine Fintype.sum_equiv (Function.Involutive.toPerm (toggle p) (t1 p)) _ _ fun S => ?_
    change inner ℂ (fockC p x S) (y S) = inner ℂ (x (toggle p S)) (fockA p y (toggle p S))
    rw [hA, hC]
    by_cases hp : p ∈ S <;>
      simp only [RCLike.inner_apply, hp, t1, t2, s1, not_true_eq_false, not_false_eq_true,
        reduceIte, map_mul, map_intCast, map_zero, mul_zero, zero_mul]
    ring
  · ext S
    change fockA p (fockA q x) S + fockA q (fockA p x) S = 0
    simp only [hA]
    rcases eq_or_ne p q with rfl | hpq
    · by_cases hp : p ∈ S <;> simp [hp, t2]
    · have k : (jwSign p S : ℂ) * jwSign q (toggle p S) +
          jwSign q S * jwSign p (toggle q S) = 0 := by exact_mod_cast s3 p q S hpq
      rw [t4 p q S]
      by_cases hp : p ∈ S <;> by_cases hq : q ∈ S <;>
        simp only [hp, hq, t3 p q S hpq, t3 q p S hpq.symm, reduceIte, mul_zero, add_zero]
      linear_combination x (toggle q (toggle p S)) * k
  · rcases eq_or_ne p q with rfl | hpq
    · rw [if_pos rfl]
      ext S
      change fockA p (fockC p x) S + fockC p (fockA p x) S = x S
      have k : (jwSign p S : ℂ) * jwSign p S = 1 := by exact_mod_cast s2 p S
      by_cases hp : p ∈ S <;>
        simp only [hA, hC, hp, t1, t2, s1, not_true_eq_false, not_false_eq_true, reduceIte,
          zero_add, add_zero] <;>
        linear_combination x S * k
    · rw [if_neg hpq]
      ext S
      change fockA p (fockC q x) S + fockC q (fockA p x) S = 0
      have k : (jwSign p S : ℂ) * jwSign q (toggle p S) +
          jwSign q S * jwSign p (toggle q S) = 0 := by exact_mod_cast s3 p q S hpq
      simp only [hA, hC]
      rw [t4 p q S]
      by_cases hp : p ∈ S <;> by_cases hq : q ∈ S <;>
        simp only [hp, hq, t3 p q S hpq, t3 q p S hpq.symm, reduceIte, mul_zero, add_zero]
      linear_combination x (toggle q (toggle p S)) * k
  · ext S
    rw [hA]
    by_cases hp : p ∈ S
    · simp [hp]
    · simp [hp, t5 p S hp]

end

end PairDensityCounterexample
```

```lean
#print axioms PairDensityCounterexample.same_oneRDM_different_pairDensity
-- 'PairDensityCounterexample.same_oneRDM_different_pairDensity' depends on axioms: [propext, Classical.choice, Quot.sound]
#print axioms PairDensityCounterexample.no_pairDensity_functional
-- 'PairDensityCounterexample.no_pairDensity_functional' depends on axioms: [propext, Classical.choice, Quot.sound]
```
